# The mixture cos α(x) e + sin α(x) f of two fixed orthonormal electronic states, with α real and differentiable, has zero vector potential and scalar potential α′(x)²

The electronic state is u(x) = cos α(x) e + sin α(x) f, where e and f are fixed orthonormal vectors in a complex inner product space and α is a real, differentiable function of one real nuclear coordinate. The declaration states that the vector potential i⟨u, u′⟩ vanishes at every x, and that the scalar potential ‖u′‖² − |⟨u, u′⟩|², defined here without any mass factor, equals α′(x)². The attempt computes u′, shows that it is orthogonal to u, and then finds ‖u′‖² by expanding the inner product of u′ with itself and using sin² α + cos² α = 1.

This version doesn't compile in Lean 4 with Mathlib:

```lean
import Mathlib

open Complex ComplexConjugate

namespace BornOppenheimerGauge

noncomputable section

variable {E : Type*} [NormedAddCommGroup E] [InnerProductSpace ℂ E]

/-- The vector potential `A = i⟨u, u'⟩` of an electronic state `u` that depends on a
nuclear coordinate. -/
def vectorPotential (u : ℝ → E) (x : ℝ) : ℂ := I * inner ℂ (u x) (deriv u x)

/-- The scalar potential `‖u'‖² - |⟨u, u'⟩|²` of the electronic state `u`. -/
def scalarPotential (u : ℝ → E) (x : ℝ) : ℝ :=
  ‖deriv u x‖ ^ 2 - ‖inner ℂ (u x) (deriv u x)‖ ^ 2

/-- For the mixture `cos α e + sin α f` of two orthonormal states with mixing angle `α(x)`,
the vector potential vanishes and the scalar potential is `α'²`. -/
theorem potentials_mixing_angle {e f : E} (he : ‖e‖ = 1) (hf : ‖f‖ = 1)
    (hef : inner ℂ e f = (0 : ℂ)) {α : ℝ → ℝ} (hα : Differentiable ℝ α) (x : ℝ) :
    vectorPotential (fun y => (Real.cos (α y) : ℂ) • e + (Real.sin (α y) : ℂ) • f) x = 0 ∧
      scalarPotential (fun y => (Real.cos (α y) : ℂ) • e + (Real.sin (α y) : ℂ) • f) x
        = deriv α x ^ 2 := by
  have hee : inner ℂ e e = (1 : ℂ) := by rw [inner_self_eq_norm_sq_to_K, he]; simp
  have hff : inner ℂ f f = (1 : ℂ) := by rw [inner_self_eq_norm_sq_to_K, hf]; simp
  have hfe : inner ℂ f e = (0 : ℂ) := by rw [← inner_conj_symm, hef, map_zero]
  have hd : deriv (fun y => (Real.cos (α y) : ℂ) • e + (Real.sin (α y) : ℂ) • f) x
      = ((-Real.sin (α x) * deriv α x : ℝ) : ℂ) • e
        + ((Real.cos (α x) * deriv α x : ℝ) : ℂ) • f :=
    (((hα x).hasDerivAt.cos.ofReal_comp.smul_const e).add
      ((hα x).hasDerivAt.sin.ofReal_comp.smul_const f)).deriv
  have hs : (Real.sin (α x) : ℂ) ^ 2 + (Real.cos (α x) : ℂ) ^ 2 = 1 := by
    rw [← Complex.ofReal_pow, ← Complex.ofReal_pow, ← Complex.ofReal_add,
      Real.sin_sq_add_cos_sq, Complex.ofReal_one]
  -- the derivative is orthogonal to the state
  have ho : inner ℂ ((Real.cos (α x) : ℂ) • e + (Real.sin (α x) : ℂ) • f)
      (((-Real.sin (α x) * deriv α x : ℝ) : ℂ) • e
        + ((Real.cos (α x) * deriv α x : ℝ) : ℂ) • f) = (0 : ℂ) := by
    simp only [inner_add_left, inner_add_right, inner_smul_left, inner_smul_right,
      hee, hff, hef, hfe, Complex.conj_ofReal, Complex.ofReal_mul, Complex.ofReal_neg]
    ring
  have hk : ‖((-Real.sin (α x) * deriv α x : ℝ) : ℂ) • e
      + ((Real.cos (α x) * deriv α x : ℝ) : ℂ) • f‖ ^ 2 = deriv α x ^ 2 := by
    have hsq : ∀ v : E, ((‖v‖ : ℝ) : ℂ) ^ 2 = inner ℂ v v :=
      fun v => (inner_self_eq_norm_sq_to_K (𝕜 := ℂ) v).symm
    apply Complex.ofReal_injective
    rw [Complex.ofReal_pow, Complex.ofReal_pow, hsq]
    simp only [inner_add_left, inner_add_right, inner_smul_left, inner_smul_right,
      hee, hff, hef, hfe, Complex.conj_ofReal, Complex.ofReal_mul, Complex.ofReal_neg]
    linear_combination ((deriv α x : ℝ) : ℂ) ^ 2 * hs
  constructor
  · simp only [vectorPotential, hd, ho, mul_zero]
  · simp only [scalarPotential, hd, ho, hk, norm_zero]
    ring

end

end BornOppenheimerGauge
```

Lean reports:

```
Main.lean:52:4: error: ring failed, ring expressions not equal
E : Type u_1
inst✝¹ : NormedAddCommGroup E
inst✝ : InnerProductSpace ℂ E
e f : E
he : ‖e‖ = 1
hf : ‖f‖ = 1
hef : inner ℂ e f = 0
α : ℝ → ℝ
hα : Differentiable ℝ α
x : ℝ
hee : inner ℂ e e = 1
hff : inner ℂ f f = 1
hfe : inner ℂ f e = 0
hd :
  deriv (fun y => ↑(Real.cos (α y)) • e + ↑(Real.sin (α y)) • f) x =
    ↑(-Real.sin (α x) * deriv α x) • e + ↑(Real.cos (α x) * deriv α x) • f
hs : ↑(Real.sin (α x)) ^ 2 + ↑(Real.cos (α x)) ^ 2 = 1
ho :
  inner ℂ (↑(Real.cos (α x)) • e + ↑(Real.sin (α x)) • f)
      (↑(-Real.sin (α x) * deriv α x) • e + ↑(Real.cos (α x) * deriv α x) • f) =
    0
hsq : ∀ (v : E), ↑‖v‖ ^ 2 = inner ℂ v v
⊢ -(↑(Real.sin (α x)) * ↑(deriv α x) * (starRingEnd ℂ) (-↑(Real.sin (α x)) * ↑(deriv α x))) -
          ↑(Real.sin (α x)) ^ 2 * ↑(deriv α x) ^ 2 +
        ↑(deriv α x) * (starRingEnd ℂ) (↑(Real.cos (α x)) * ↑(deriv α x)) * ↑(Real.cos (α x)) -
      ↑(deriv α x) ^ 2 * ↑(Real.cos (α x)) ^ 2 =
    0
Main.lean:51:26: warning: This simp argument is unused:
  Complex.conj_ofReal

Hint: Omit it from the simp argument list.
  [apply] simp only [inner_add_left, inner_add_right, inner_smul_left, inner_smul_right, hee, hff, hef, hfe,
    Complex.ofReal_mul, Complex.ofReal_neg]

Note: This linter can be disabled with `set_option linter.unusedSimpArgs false`
```

What went wrong. The error is in `hk`, the step for ‖u′‖². The coefficients of u′ are casts of real products, and `simp only` simplifies the arguments of the inner product before the inner product itself. So `Complex.ofReal_mul` and `Complex.ofReal_neg` first split each coefficient into a product of casts, one with a minus sign. Only then does `inner_smul_left` put a conjugation, `starRingEnd ℂ`, on the coefficients in the first argument, where the inner product is conjugate-linear. `Complex.conj_ofReal` would have removed a conjugation from the unsplit cast, but it doesn't match a conjugated product of casts. It therefore never applies, which is what the warning about an unused argument reports. The conjugations stay in the goal, and `ring`, which `linear_combination` calls to finish, does not know that they leave these real factors unchanged.

The added `map_mul` and `map_neg` carry the conjugation through the product and the minus sign to the separate casts, where `Complex.conj_ofReal` removes it. What remains is an identity that follows from `hs` multiplied by α′², as the `linear_combination` line says. The similar `simp only` in `ho` needed no change, because there the first argument is u, whose coefficients are casts of the single real numbers cos α and sin α, with no product to split.

The mended proof, as a diff:

```diff
@@ -49,5 +49,6 @@
     rw [Complex.ofReal_pow, Complex.ofReal_pow, hsq]
     simp only [inner_add_left, inner_add_right, inner_smul_left, inner_smul_right,
-      hee, hff, hef, hfe, Complex.conj_ofReal, Complex.ofReal_mul, Complex.ofReal_neg]
+      hee, hff, hef, hfe, Complex.conj_ofReal, Complex.ofReal_mul, Complex.ofReal_neg,
+      map_mul, map_neg]
     linear_combination ((deriv α x : ℝ) : ℂ) ^ 2 * hs
   constructor
```
